# The Larmor mode of the transverse spin response with a local exchange kernel on a finite set of sites

## Orbitals, fields and signs

The sites form a finite set `n`, and each spin has one orbital component per site. A Hermitian matrix $H_0$ acts equally on both spins. A real exchange field $B(r)$ and a uniform field $b$, both measured as energies with $\hbar=1$, split them:

$$H_\uparrow=H_0-(B+b),\qquad H_\downarrow=H_0+(B+b).$$

```lean
import Mathlib

open Matrix

namespace TransverseSpinResponse

noncomputable section

variable {n : Type*} [Fintype n] [DecidableEq n]
```

The spin-up orbitals are $u_i$, with energies $e_i$ and occupations $f_i$; the spin-down orbitals are $d_j$, with energies $e'_j$ and occupations $g_j$. The occupations are arbitrary real numbers, so no filling rule is imposed.

```lean
/-- Spin-up orbitals `u` and spin-down orbitals `d`, with their energies and occupations. -/
structure SpinOrbitals (n : Type*) where
  u : n → n → ℂ
  d : n → n → ℂ
  eUp : n → ℝ
  eDn : n → ℝ
  f : n → ℝ
  g : n → ℝ
```

With $\langle x,y\rangle=\sum_r x(r)^*y(r)$, written `star x ⬝ᵥ y`, the orbitals satisfy $\langle u_i,u_j\rangle=\delta_{ij}$ and $Hu_i=e_iu_i$. The index type `n` labels both sites and orbitals, so there are as many orbitals as dimensions.

```lean
/-- The orbitals `u i` are orthonormal eigenvectors of `H` with real energies `e i`,
as many as the dimension of the space. -/
structure IsEigenbasis (H : Matrix n n ℂ) (u : n → n → ℂ) (e : n → ℝ) : Prop where
  orthonormal : ∀ i j, star (u i) ⬝ᵥ u j = if i = j then 1 else 0
  eigen : ∀ i, H *ᵥ u i = (e i : ℂ) • u i
```

Half the difference $H_\downarrow-H_\uparrow$ is the diagonal matrix $B+b$.

```lean
/-- The coupling to the exchange field `B` plus a uniform field `b`. -/
def zeeman (B : n → ℝ) (b : ℝ) : Matrix n n ℂ := diagonal fun r => ((B r + b : ℝ) : ℂ)
```

The perturbation of interest is $2B$, without the uniform field.

```lean
/-- The transverse perturbation `2B`. -/
def exchangeField (B : n → ℝ) : Matrix n n ℂ := diagonal fun r => ((2 * B r : ℝ) : ℂ)
```

Each spin has a density matrix, $\rho_\uparrow=\sum_i f_i\,u_iu_i^\dagger$ and $\rho_\downarrow=\sum_j g_j\,d_jd_j^\dagger$.

```lean
/-- The density matrix of orbitals `u` with occupations `f`. -/
def density (f : n → ℝ) (u : n → n → ℂ) : Matrix n n ℂ :=
  ∑ i, (f i : ℂ) • vecMulVec (u i) (star (u i))
```

A spin-flip pair enters the response with weight

$$w_{ij}(\omega)=\frac{f_i-g_j}{\omega+e_i-e'_j},$$

which corresponds to a time factor $e^{i\omega t}$ in the up–down block of the density matrix. There is no broadening. Pairs with $f_i=g_j$ contribute nothing.

```lean
namespace SpinOrbitals

variable (S : SpinOrbitals n)

/-- The spin-flip weight `(f_i - g_j) / (ω + e_i - e'_j)`, meant for pairs with nonzero
denominator or with equal occupations, which do not contribute. -/
def weight (S : SpinOrbitals n) (ω : ℝ) (i j : n) : ℂ :=
  ((S.f i - S.g j : ℝ) : ℂ) / ((ω + S.eUp i - S.eDn j : ℝ) : ℂ)
```

The response of the up–down block to a perturbation $V$ is

$$R_\omega[V]=\sum_{ij}w_{ij}(\omega)\,\langle u_i,Vd_j\rangle\,u_id_j^\dagger .$$

```lean
/-- The transverse response of the density matrix at frequency `ω` to a perturbation `V`. -/
def response (ω : ℝ) (V : Matrix n n ℂ) : Matrix n n ℂ :=
  ∑ i, ∑ j, (S.weight ω i j * (star (S.u i) ⬝ᵥ V *ᵥ S.d j)) • vecMulVec (S.u i) (star (S.d j))
```

For a local $V$, the diagonal of $R_\omega[V]$ defines the susceptibility

$$\chi_s(r,s)=\sum_{ij}w_{ij}(\omega)\,u_i(r)d_j(r)^*\,u_i(s)^*d_j(s).$$

```lean
/-- The transverse susceptibility `χ_s(r, s)` at frequency `ω`. -/
def chi (ω : ℝ) : Matrix n n ℂ := Matrix.of fun r s =>
  ∑ i, ∑ j, S.weight ω i j * (S.u i r * star (S.d j r)) * (star (S.u i s) * S.d j s)
```

The magnetization is $m(r)=(\rho_\uparrow-\rho_\downarrow)(r,r)$.

```lean
/-- The magnetization: spin-up density minus spin-down density at each site. -/
def m (r : n) : ℂ := (density S.f S.u - density S.g S.d) r r
```

The kernel $K(r)=-2B(r)/m(r)$ expresses a physical assumption: when the magnetization tilts, the exchange field tilts with it and keeps its magnitude, as in an adiabatic local approximation. Here $K$ is defined by this formula, and $B$ is given, not computed self-consistently from $m$. In both quotients Lean reads $0/0$ as $0$.

```lean
/-- The local transverse kernel `-2B/m`, meant for sites where `m` is nonzero or `B` is zero. -/
def kernel (B : n → ℝ) (r : n) : ℂ := -((2 * B r : ℝ) : ℂ) / S.m r

end SpinOrbitals
```

## Completeness from orthonormality

Let $U$ have the $u_i$ as columns. Orthonormality says $U^\dagger U=1$. Since $U$ is square, $UU^\dagger=1$ as well, and applying this to $x$ gives

$$\sum_i\langle u_i,x\rangle\,u_i(r)=x(r).$$

The step from `h1` to `h2` is the passage from $U^\dagger U$ to $UU^\dagger$.

```lean
/-- Every state is the sum of its projections on the orbitals. -/
theorem IsEigenbasis.expand {H : Matrix n n ℂ} {u : n → n → ℂ} {e : n → ℝ}
    (h : IsEigenbasis H u e) (x : n → ℂ) (r : n) :
    ∑ i, (star (u i) ⬝ᵥ x) * u i r = x r := by
  let U : Matrix n n ℂ := Matrix.of fun r i => u i r
  have h1 : Uᴴ * U = 1 := by
    ext i j
    rw [Matrix.one_apply]
    exact h.orthonormal i j
  -- in full dimension, orthonormality implies completeness
  have h2 : U * Uᴴ = 1 := mul_eq_one_comm.mp h1
  have h3 : (U *ᵥ (Uᴴ *ᵥ x)) r = x r := by
    rw [Matrix.mulVec_mulVec, h2, Matrix.one_mulVec]
  refine Eq.trans ?_ h3
  change _ = ∑ i, u i r * (star (u i) ⬝ᵥ x)
  exact Finset.sum_congr rfl fun i _ => mul_comm _ _
```

Complex conjugation gives $\sum_i\langle x,u_i\rangle\,u_i(r)^*=x(r)^*$.

```lean
/-- The conjugate expansion of a state in the orbitals. -/
theorem IsEigenbasis.expand_star {H : Matrix n n ℂ} {u : n → n → ℂ} {e : n → ℝ}
    (h : IsEigenbasis H u e) (x : n → ℂ) (r : n) :
    ∑ i, (star x ⬝ᵥ u i) * star (u i r) = star (x r) := by
  rw [← h.expand x r, star_sum]
  refine Finset.sum_congr rfl fun i _ => ?_
  rw [Matrix.star_dotProduct x (u i)]
  exact (star_mul' _ _).symm
```

## The exchange field between up and down orbitals

The two Hamiltonians differ by $2B+2b$, so $2B=H_\downarrow-H_\uparrow-2b$. Let $H_\downarrow$ act to the right on $d_j$ and the Hermitian $H_\uparrow$ to the left on $u_i$:

$$\langle u_i,2B\,d_j\rangle=(e'_j-e_i-2b)\,\langle u_i,d_j\rangle .$$

In the proof, `hdiff` is the matrix identity and `hleft` is the action to the left.

```lean
variable {S : SpinOrbitals n} {H0 : Matrix n n ℂ} {B : n → ℝ} {b : ℝ}

/-- The exchange field between an up and a down orbital is their overlap times the
spin-flip energy less `2b`. -/
theorem exchange_matrix_element (hH : H0.IsHermitian)
    (hu : IsEigenbasis (H0 - zeeman B b) S.u S.eUp)
    (hd : IsEigenbasis (H0 + zeeman B b) S.d S.eDn) (i j : n) :
    star (S.u i) ⬝ᵥ exchangeField B *ᵥ S.d j =
      ((S.eDn j : ℂ) - S.eUp i - 2 * b) * (star (S.u i) ⬝ᵥ S.d j) := by
  have hZ : (zeeman B b).IsHermitian := by
    unfold Matrix.IsHermitian zeeman
    rw [Matrix.diagonal_conjTranspose]
    congr 1
    funext r
    simp
  have hleft : star (S.u i) ᵥ* (H0 - zeeman B b) = (S.eUp i : ℂ) • star (S.u i) := by
    have h := Matrix.star_mulVec (H0 - zeeman B b) (S.u i)
    rw [(hH.sub hZ).eq, hu.eigen i] at h
    rw [← h, star_smul]
    simp
  -- the exchange field is the difference of the two spin Hamiltonians, less `2b`
  have hdiff : exchangeField B =
      (H0 + zeeman B b) - (H0 - zeeman B b) - (2 * b : ℂ) • (1 : Matrix n n ℂ) := by
    ext r s
    rcases eq_or_ne r s with rfl | h
    · simp [exchangeField, zeeman]
      ring
    · simp [exchangeField, zeeman, h]
  rw [hdiff, Matrix.sub_mulVec, Matrix.sub_mulVec, hd.eigen j, Matrix.smul_mulVec,
    Matrix.one_mulVec, dotProduct_sub, dotProduct_sub,
    Matrix.dotProduct_mulVec _ (H0 - zeeman B b), hleft]
  simp only [smul_dotProduct, dotProduct_smul, smul_eq_mul]
  ring
```

## The response to $2B$

At $\omega=2b$ the weight has denominator $2b+e_i-e'_j$, the negative of the factor just found. If it is nonzero whenever $f_i\neq g_j$, then

$$w_{ij}(2b)\,\langle u_i,2B\,d_j\rangle=-(f_i-g_j)\,\langle u_i,d_j\rangle .$$

For $f_i=g_j$ both sides vanish. This is `key`, with the two cases treated separately. The response is therefore

$$R_{2b}[2B]=-\sum_{ij}f_i\langle u_i,d_j\rangle u_id_j^\dagger+\sum_{ij}g_j\langle u_i,d_j\rangle u_id_j^\dagger .$$

In the first sum, $\sum_j\langle u_i,d_j\rangle d_j^\dagger=u_i^\dagger$, which leaves $\rho_\uparrow$ (`h1`). In the second, $\sum_iu_i\langle u_i,d_j\rangle=d_j$, which leaves $\rho_\downarrow$ (`h2`). Hence

$$R_{2b}[2B]=-(\rho_\uparrow-\rho_\downarrow).$$

This holds for the whole matrix, not only its diagonal. The condition `hres` excludes a spin flip between unequally occupied orbitals that is resonant with the drive.

```lean
/-- In a uniform field `b`, the transverse response at frequency `2b` to the exchange field `2B` is
minus the difference of the spin density matrices, provided `2b + e_i - e'_j` is nonzero whenever
`f_i ≠ g_j`. -/
theorem response_exchangeField (hH : H0.IsHermitian)
    (hu : IsEigenbasis (H0 - zeeman B b) S.u S.eUp)
    (hd : IsEigenbasis (H0 + zeeman B b) S.d S.eDn)
    (hres : ∀ i j, S.f i ≠ S.g j → 2 * b + S.eUp i - S.eDn j ≠ 0) :
    S.response (2 * b) (exchangeField B) = -(density S.f S.u - density S.g S.d) := by
  -- the energy denominator cancels pair by pair
  have key : ∀ i j, S.weight (2 * b) i j * (star (S.u i) ⬝ᵥ exchangeField B *ᵥ S.d j) =
      -(((S.f i : ℂ) - S.g j) * (star (S.u i) ⬝ᵥ S.d j)) := by
    intro i j
    rw [exchange_matrix_element hH hu hd i j]
    by_cases h : S.f i = S.g j
    · simp [SpinOrbitals.weight, h]
    · have h' := Complex.ofReal_ne_zero.mpr (hres i j h)
      unfold SpinOrbitals.weight
      rw [div_mul_eq_mul_div, div_eq_iff h']
      push_cast
      ring
  ext r s
  simp only [SpinOrbitals.response, density, key, Matrix.sum_apply, Matrix.smul_apply,
    Matrix.neg_apply, Matrix.sub_apply, vecMulVec_apply, smul_eq_mul, Pi.star_apply]
  -- completeness of each set of orbitals removes one of the two sums
  have h1 : ∑ i, ∑ j, (S.f i : ℂ) * (star (S.u i) ⬝ᵥ S.d j) * (S.u i r * star (S.d j s)) =
      ∑ i, (S.f i : ℂ) * (S.u i r * star (S.u i s)) := by
    refine Finset.sum_congr rfl fun i _ => ?_
    rw [← hd.expand_star (S.u i) s, Finset.mul_sum, Finset.mul_sum]
    exact Finset.sum_congr rfl fun j _ => by ring
  have h2 : ∑ i, ∑ j, (S.g j : ℂ) * (star (S.u i) ⬝ᵥ S.d j) * (S.u i r * star (S.d j s)) =
      ∑ j, (S.g j : ℂ) * (S.d j r * star (S.d j s)) := by
    rw [Finset.sum_comm]
    refine Finset.sum_congr rfl fun j _ => ?_
    rw [← hu.expand (S.d j) r, Finset.sum_mul, Finset.mul_sum]
    exact Finset.sum_congr rfl fun i _ => by ring
  rw [← h1, ← h2, ← Finset.sum_sub_distrib, ← Finset.sum_neg_distrib]
  refine Finset.sum_congr rfl fun i _ => ?_
  rw [← Finset.sum_sub_distrib, ← Finset.sum_neg_distrib]
  exact Finset.sum_congr rfl fun j _ => by ring
```

## The magnetization as an eigenvector

For a local potential $v$, writing out $\langle u_i,vd_j\rangle=\sum_su_i(s)^*v(s)d_j(s)$ and exchanging finite sums gives $(\chi_sv)(r)=R_\omega[v](r,r)$.

```lean
/-- The susceptibility applied to a local potential gives the diagonal of the response. -/
theorem chi_mulVec (S : SpinOrbitals n) (ω : ℝ) (v : n → ℂ) (r : n) :
    (S.chi ω *ᵥ v) r = S.response ω (diagonal v) r r := by
  have h : ∀ i j, star (S.u i) ⬝ᵥ diagonal v *ᵥ S.d j =
      ∑ s, star (S.u i s) * (v s * S.d j s) := by
    intro i j
    simp [dotProduct, Matrix.mulVec_diagonal]
  change ∑ s, S.chi ω r s * v s = _
  simp only [SpinOrbitals.chi, Matrix.of_apply, SpinOrbitals.response, Matrix.sum_apply,
    Matrix.smul_apply, vecMulVec_apply, h, Finset.sum_mul, Finset.mul_sum, smul_eq_mul,
    Pi.star_apply]
  rw [Finset.sum_comm]
  refine Finset.sum_congr rfl fun i _ => ?_
  rw [Finset.sum_comm]
  exact Finset.sum_congr rfl fun j _ => Finset.sum_congr rfl fun s _ => by ring
```

Suppose $m(r)\neq0$ wherever $B(r)\neq0$. Then $Km=-2B$ at every site, and

$$(\chi_s(2b)Km)(r)=-R_{2b}[2B](r,r)=m(r).$$

The fact `hk` is $Km=-2B$; the rest substitutes the two preceding theorems.

```lean
/-- In a uniform field `b`, the magnetization solves `m = χ_s(2b) (-2B/m) m`, provided it is nonzero
wherever the exchange field is, and `2b + e_i - e'_j` is nonzero whenever `f_i ≠ g_j`. -/
theorem larmor_mode (hH : H0.IsHermitian)
    (hu : IsEigenbasis (H0 - zeeman B b) S.u S.eUp)
    (hd : IsEigenbasis (H0 + zeeman B b) S.d S.eDn)
    (hres : ∀ i j, S.f i ≠ S.g j → 2 * b + S.eUp i - S.eDn j ≠ 0)
    (hm : ∀ r, B r ≠ 0 → S.m r ≠ 0) :
    (S.chi (2 * b) * diagonal (S.kernel B)) *ᵥ S.m = S.m := by
  have hk : diagonal (S.kernel B) *ᵥ S.m = -(fun r => ((2 * B r : ℝ) : ℂ)) := by
    funext r
    rw [Matrix.mulVec_diagonal, Pi.neg_apply]
    by_cases h : B r = 0
    · simp [SpinOrbitals.kernel, h]
    · unfold SpinOrbitals.kernel
      rw [div_mul_cancel₀ _ (hm r h)]
  rw [← Matrix.mulVec_mulVec, hk, Matrix.mulVec_neg]
  funext r
  rw [Pi.neg_apply, chi_mulVec]
  change -(S.response (2 * b) (exchangeField B) r r) = _
  rw [response_exchangeField hH hu hd hres, Matrix.neg_apply, neg_neg]
  rfl
```

If $m$ is not identically zero, it is a nonzero vector annihilated by $1-\chi_sK$, so $\det(1-\chi_s(2b)K)=0$.

```lean
/-- Under the hypotheses of `larmor_mode`, and if the magnetization is not identically zero, `1 -
χ_s K` with `K = -2B/m` is singular at frequency `2b`. -/
theorem larmor_det_eq_zero (hH : H0.IsHermitian)
    (hu : IsEigenbasis (H0 - zeeman B b) S.u S.eUp)
    (hd : IsEigenbasis (H0 + zeeman B b) S.d S.eDn)
    (hres : ∀ i j, S.f i ≠ S.g j → 2 * b + S.eUp i - S.eDn j ≠ 0)
    (hm : ∀ r, B r ≠ 0 → S.m r ≠ 0) (hm0 : S.m ≠ 0) :
    (1 - S.chi (2 * b) * diagonal (S.kernel B)).det = 0 := by
  refine Matrix.exists_mulVec_eq_zero_iff.mp ⟨S.m, hm0, ?_⟩
  rw [Matrix.sub_mulVec, Matrix.one_mulVec, larmor_mode hH hu hd hres hm, sub_self]
```

The uniform field shifts $e_i$ by $-b$ and $e'_j$ by $+b$, so $2b+e_i-e'_j$ does not depend on $b$. The mode follows the Larmor frequency $2b$ and becomes static at $b=0$. There the condition reads $e_i\neq e'_j$ whenever $f_i\neq g_j$, and $m=\chi_s(0)Km$.

```lean
/-- Without a uniform field, the static response to `2B` is minus the difference of the spin density
matrices, and the magnetization solves `m = χ_s(0) (-2B/m) m`, provided `e_i ≠ e'_j` whenever `f_i ≠
g_j`, and `m` is nonzero wherever `B` is. -/
theorem static_goldstone_mode (hH : H0.IsHermitian)
    (hu : IsEigenbasis (H0 - diagonal fun r => (B r : ℂ)) S.u S.eUp)
    (hd : IsEigenbasis (H0 + diagonal fun r => (B r : ℂ)) S.d S.eDn)
    (hres : ∀ i j, S.f i ≠ S.g j → S.eUp i ≠ S.eDn j)
    (hm : ∀ r, B r ≠ 0 → S.m r ≠ 0) :
    S.response 0 (exchangeField B) = -(density S.f S.u - density S.g S.d) ∧
      (S.chi 0 * diagonal (S.kernel B)) *ᵥ S.m = S.m := by
  have hz : (diagonal fun r => (B r : ℂ)) = zeeman B 0 := by simp [zeeman]
  rw [hz] at hu hd
  have hres' : ∀ i j, S.f i ≠ S.g j → 2 * (0 : ℝ) + S.eUp i - S.eDn j ≠ 0 := by
    intro i j h
    rw [mul_zero, zero_add]
    exact sub_ne_zero.mpr (hres i j h)
  have h1 := response_exchangeField hH hu hd hres'
  have h2 := larmor_mode hH hu hd hres' hm
  rw [mul_zero] at h1 h2
  exact ⟨h1, h2⟩
```

For spin-wave calculations with an adiabatic local kernel, without spin–orbit coupling or an applied magnetic field, this identity is a consistency check on the static limit, here for a finite collinear model with all orbitals kept. It concerns a single mode of a linear-response equation. Goldstone's theorem for a broken continuous symmetry is a statement about the excitations of an extended system, and no magnon dispersion is derived here.

## One site, and a degenerate spin

Take a single site with $H_0=h$, $b=0$ and $u=d=1$. Then $e=h-B$, $e'=h+B$ and $m=f-g$. For $B\neq0$ and $m\neq0$,

$$\chi_s(0)=-\frac{m}{2B},\qquad K=-\frac{2B}{m},\qquad \chi_s(0)K=1.$$

Now set $B=0$, $f=1$, $g=0$. The levels coincide while their occupations differ, which violates the condition on the energies. The perturbation $2B$ is zero, so its response is zero whatever finite value is given to the weight, whereas $-(\rho_\uparrow-\rho_\downarrow)=-1$. The identity fails without that condition.

## A two-site antiferromagnet

Two sites with hopping matrix element $24$, staggered field $B=(7,-7)$ and one electron of each spin have levels $\pm25$ for both spins. The occupied orbitals are $u_0=(4/5,-3/5)$ and $d_0=(3/5,-4/5)$, so

$$m=\left(\tfrac{7}{25},-\tfrac{7}{25}\right),\qquad K=(-50,-50).$$

The orbitals are rational, which lets every hypothesis of the static theorem be verified by exact arithmetic, entry by entry.

```lean
/-- Orbitals of a two-site model with one electron of each spin. -/
def dimer : SpinOrbitals (Fin 2) where
  u := ![![4 / 5, -3 / 5], ![3 / 5, 4 / 5]]
  d := ![![3 / 5, -4 / 5], ![4 / 5, 3 / 5]]
  eUp := ![-25, 25]
  eDn := ![-25, 25]
  f := ![1, 0]
  g := ![1, 0]

/-- The two-site model with hopping `24` and staggered field `(7, -7)` meets all the
hypotheses of the static theorem. -/
theorem dimer_witness :
    (!![0, 24; 24, 0] : Matrix (Fin 2) (Fin 2) ℂ).IsHermitian ∧
    IsEigenbasis (!![0, 24; 24, 0] - diagonal fun r => ((![7, -7] : Fin 2 → ℝ) r : ℂ))
      dimer.u dimer.eUp ∧
    IsEigenbasis (!![0, 24; 24, 0] + diagonal fun r => ((![7, -7] : Fin 2 → ℝ) r : ℂ))
      dimer.d dimer.eDn ∧
    (∀ i j, dimer.f i ≠ dimer.g j → dimer.eUp i ≠ dimer.eDn j) ∧
    ∀ r, dimer.m r ≠ 0 := by
  have c3 : (starRingEnd ℂ) 3 = 3 := Complex.ext (by simp) (by simp)
  have c4 : (starRingEnd ℂ) 4 = 4 := Complex.ext (by simp) (by simp)
  have c5 : (starRingEnd ℂ) 5 = 5 := Complex.ext (by simp) (by simp)
  refine ⟨?_, ⟨?_, ?_⟩, ⟨?_, ?_⟩, ?_, ?_⟩
  · ext i j
    fin_cases i <;> fin_cases j <;> simp
  · intro i j
    fin_cases i <;> fin_cases j <;>
      simp [dimer, dotProduct, Fin.sum_univ_succ, c3, c4, c5] <;> norm_num
  · intro i
    funext r
    fin_cases i <;> fin_cases r <;>
      simp [dimer, Matrix.mulVec, dotProduct, Fin.sum_univ_succ] <;> norm_num
  · intro i j
    fin_cases i <;> fin_cases j <;>
      simp [dimer, dotProduct, Fin.sum_univ_succ, c3, c4, c5] <;> norm_num
  · intro i
    funext r
    fin_cases i <;> fin_cases r <;>
      simp [dimer, Matrix.mulVec, dotProduct, Fin.sum_univ_succ] <;> norm_num
  · intro i j
    fin_cases i <;> fin_cases j <;> simp [dimer] <;> norm_num
  · intro r
    simp only [SpinOrbitals.m, density, Matrix.sub_apply, Matrix.sum_apply, Matrix.smul_apply,
      vecMulVec_apply, Pi.star_apply, smul_eq_mul]
    rw [Fin.sum_univ_two, Fin.sum_univ_two]
    fin_cases r <;> simp [dimer] <;> norm_num

end

end TransverseSpinResponse
```

```lean
#print axioms TransverseSpinResponse.response_exchangeField
#print axioms TransverseSpinResponse.larmor_det_eq_zero
#print axioms TransverseSpinResponse.static_goldstone_mode
```

```
'TransverseSpinResponse.response_exchangeField' depends on axioms: [propext, Classical.choice, Quot.sound]
'TransverseSpinResponse.larmor_det_eq_zero' depends on axioms: [propext, Classical.choice, Quot.sound]
'TransverseSpinResponse.static_goldstone_mode' depends on axioms: [propext, Classical.choice, Quot.sound]
```
